# Grounding the surroundings of a charge never raises its Hartree energy when the discrete Poisson operator is positive definite

Compute the Hartree energy of a molecule in a box with walls held at zero potential, and the walls leave an error in the result. If the sign of that error is unknown, an energy that drifts as the box grows is hard to interpret: the drift could be the boundary error shrinking, or a fault somewhere else. For a fixed charge that lies entirely inside the box and a symmetric positive definite Poisson operator on a finite grid, the sign is known. Grounding the exterior lowers the energy or leaves it unchanged, and the difference is the Hartree energy of the charge induced outside the box.

This bears on real-space electronic-structure calculations of isolated systems, with the density held fixed and not relaxed self-consistently.

## Finitely many sites, one operator for both boundaries

Split the grid sites into the box I and the exterior E. The potential φ of a charge vector solves Aφ = charge, with the grid spacing and the factor 4π absorbed into A. Grounding sets φ = 0 on E and keeps the equations on I, which leaves the block A_II. For a charge ρ on I, define the grounded potential and the induced charge by

u = (A_II)⁻¹ρ,  s = A_EI u.

The energies to compare are

grounded: ρ·(A_II)⁻¹ρ/2,  open: ρ·(A⁻¹)_II ρ/2.

The factor 1/2 avoids counting each pair of charges twice. "Open" means here that the potential on E is not prescribed: it follows from Aφ = charge, with no charge on E. It does not mean infinite space, because A is a finite matrix. The step to a real isolated system, that A⁻¹ reproduces the free-space Coulomb interaction, has to be justified separately.

In Lean the sites form the sum type `I ⊕ E`, `A.toBlocks₁₁` is A_II and `A.toBlocks₂₁` is A_EI. `hartreeEnergy` takes the operator as an argument, so the same definition serves both boundary conditions.

```lean
import Mathlib

open Matrix

namespace GroundedBoxPoisson

noncomputable section

variable {n I M E : Type*} [Fintype n] [DecidableEq n] [Fintype I] [DecidableEq I]
  [Fintype M] [DecidableEq M] [Fintype E] [DecidableEq E]

/-- Hartree energy `ρ · K⁻¹ ρ / 2` of a charge `ρ` for an invertible discrete Poisson
operator `K`. -/
def hartreeEnergy (K : Matrix n n ℝ) (ρ : n → ℝ) : ℝ := ρ ⬝ᵥ (K⁻¹ *ᵥ ρ) / 2

/-- Potential of the charge `ρ` in the grounded box `I`, for an invertible box block of `A`. -/
def boxPotential (A : Matrix (I ⊕ E) (I ⊕ E) ℝ) (ρ : I → ℝ) : I → ℝ :=
  A.toBlocks₁₁⁻¹ *ᵥ ρ

/-- Charge induced on the exterior sites by grounding them, `A_EI (A_II)⁻¹ ρ`, for an
invertible box block of `A`. -/
def inducedCharge (A : Matrix (I ⊕ E) (I ⊕ E) ℝ) (ρ : I → ℝ) : E → ℝ :=
  A.toBlocks₂₁ *ᵥ boxPotential A ρ
```

## Positivity makes the grounded problem solvable

The hypothesis `A.PosDef` contains two physical statements: A is symmetric, and every nonzero potential v has positive field energy, v·Av > 0. The usual finite-difference operator −∇² with zero potential at the outer edge of the grid satisfies both. A fully periodic one does not, since a constant potential costs no energy.

Positivity is first used to invert A_II. For x ≠ 0 on the box, extend by zero:

x·A_II x = (x,0)·A(x,0) > 0.

The proof does the same with `Sum.elim x 0`, the vector equal to x on I and zero on E.

```lean
omit [DecidableEq I] [DecidableEq E] in
/-- The box block of a positive definite Poisson operator is positive definite. -/
theorem box_posDef {A : Matrix (I ⊕ E) (I ⊕ E) ℝ} (hA : A.PosDef) :
    A.toBlocks₁₁.PosDef := by
  rw [Matrix.posDef_iff_dotProduct_mulVec]
  constructor
  · exact Matrix.IsHermitian.ext fun i j => hA.isHermitian.apply (Sum.inl i) (Sum.inl j)
  · intro x hx
    -- test the full operator on the potential extended by zero
    have hne : (Sum.elim x 0 : I ⊕ E → ℝ) ≠ 0 :=
      fun h => hx (funext fun i => congrFun h (Sum.inl i))
    have h := hA.dotProduct_mulVec_pos hne
    simpa [dotProduct, Matrix.mulVec, Fintype.sum_sum_type, Matrix.toBlocks₁₁] using h
```

## All of the given charge lies in the box

The charge is a function `ρ : I → ℝ`, which enters the full problem as (ρ,0). Only the box block of A⁻¹ then contributes to the open energy, as the first lemma below records.

Now apply A to the grounded potential extended by zero. On I this gives A_II u = ρ, and on E it gives A_EI u = s:

A(u,0) = (ρ,s).

Grounding therefore amounts to adding the charge s outside. Writing (ρ,0) = A(u,0) − (0,s) and applying A⁻¹ gives the open potential:

φ = A⁻¹(ρ,0) = (u,0) − A⁻¹(0,s).

These two equations are `grounded_poisson`, proved separately on box and exterior sites, and `open_potential`, where `hsplit` is the rewriting of (ρ,0).

```lean
/-- For a charge inside the box, the open-boundary Hartree energy only involves the box block
of the inverse Poisson operator: it is `ρ · (A⁻¹)_II ρ / 2`. -/
theorem hartreeEnergy_of_box_charge (A : Matrix (I ⊕ E) (I ⊕ E) ℝ) (ρ : I → ℝ) :
    hartreeEnergy A (Sum.elim ρ 0) = ρ ⬝ᵥ (A⁻¹.toBlocks₁₁ *ᵥ ρ) / 2 := by
  simp [hartreeEnergy, dotProduct, Matrix.mulVec, Fintype.sum_sum_type, Matrix.toBlocks₁₁]

/-- For positive definite `A`, the grounded potential extended by zero solves the full Poisson
equation with the charge `ρ` in the box and the induced charge outside. -/
theorem grounded_poisson {A : Matrix (I ⊕ E) (I ⊕ E) ℝ} (hA : A.PosDef) (ρ : I → ℝ) :
    A *ᵥ Sum.elim (boxPotential A ρ) 0 = Sum.elim ρ (inducedCharge A ρ) := by
  have hdet : IsUnit A.toBlocks₁₁.det := isUnit_iff_ne_zero.mpr (box_posDef hA).det_pos.ne'
  have h1 : A.toBlocks₁₁ *ᵥ boxPotential A ρ = ρ := by
    unfold boxPotential
    rw [Matrix.mulVec_mulVec, Matrix.mul_nonsing_inv _ hdet, Matrix.one_mulVec]
  funext k
  rcases k with i | e
  · have h := congrFun h1 i
    simpa [Matrix.mulVec, dotProduct, Fintype.sum_sum_type, Matrix.toBlocks₁₁] using h
  · simp [inducedCharge, Matrix.mulVec, dotProduct, Fintype.sum_sum_type, Matrix.toBlocks₂₁]

/-- For positive definite `A`, the open-boundary potential is the grounded potential minus the
open-boundary potential of the induced charge. -/
theorem open_potential {A : Matrix (I ⊕ E) (I ⊕ E) ℝ} (hA : A.PosDef) (ρ : I → ℝ) :
    A⁻¹ *ᵥ Sum.elim ρ 0 =
      Sum.elim (boxPotential A ρ) 0 - A⁻¹ *ᵥ Sum.elim 0 (inducedCharge A ρ) := by
  have hdet : IsUnit A.det := isUnit_iff_ne_zero.mpr hA.det_pos.ne'
  have hsplit : (Sum.elim ρ 0 : I ⊕ E → ℝ) =
      A *ᵥ Sum.elim (boxPotential A ρ) 0 -
        (Sum.elim (0 : I → ℝ) (inducedCharge A ρ) : I ⊕ E → ℝ) := by
    rw [grounded_poisson hA]
    funext k
    rcases k with i | e <;> simp
  rw [hsplit, Matrix.mulVec_sub, Matrix.mulVec_mulVec, Matrix.nonsing_inv_mul _ hdet,
    Matrix.one_mulVec]
```

If the exterior also carried a given charge, the equality criterion would fail. Take one site in I and one in E, with diagonal entries 2 and coupling −1. Charge 1 in the box and −1/2 outside have full energy 1/4, the same as the grounded energy of the box charge alone, although s = −1/2 is not zero.

## Symmetry is reciprocity between charges

Symmetry of A makes A⁻¹ symmetric: the potential at site i due to a unit charge at j equals the potential at j due to a unit charge at i. Pair the open potential with (ρ,0) and then with (0,s):

(ρ,0)·φ = ρ·u − (ρ,0)·A⁻¹(0,s)

(0,s)·φ = −(0,s)·A⁻¹(0,s).

By reciprocity, (ρ,0)·A⁻¹(0,s) = (0,s)·φ. Substituting and halving gives

open energy = grounded energy + (0,s)·A⁻¹(0,s)/2.

In `energy_gap`, `h1` and `h2` are the two pairings, `h3` is reciprocity, and `linarith` combines them.

```lean
/-- For positive definite `A`, the open-boundary energy exceeds the grounded-box energy by
exactly the Hartree energy of the induced charge. -/
theorem energy_gap {A : Matrix (I ⊕ E) (I ⊕ E) ℝ} (hA : A.PosDef) (ρ : I → ℝ) :
    hartreeEnergy A (Sum.elim ρ 0) = hartreeEnergy A.toBlocks₁₁ ρ +
      hartreeEnergy A (Sum.elim 0 (inducedCharge A ρ)) := by
  have hT : Aᵀ = A := by
    ext i j
    simpa using hA.isHermitian.apply i j
  -- reciprocity: the Green function is symmetric
  have hsym : ∀ x y : I ⊕ E → ℝ, x ⬝ᵥ (A⁻¹ *ᵥ y) = y ⬝ᵥ (A⁻¹ *ᵥ x) := by
    intro x y
    have hinv : (A⁻¹)ᵀ = A⁻¹ := by rw [Matrix.transpose_nonsing_inv, hT]
    rw [Matrix.dotProduct_mulVec, ← Matrix.mulVec_transpose, hinv, dotProduct_comm]
  have e1 : (Sum.elim ρ 0 : I ⊕ E → ℝ) ⬝ᵥ Sum.elim (boxPotential A ρ) 0 =
      ρ ⬝ᵥ boxPotential A ρ := by
    simp [dotProduct, Fintype.sum_sum_type]
  have e2 : (Sum.elim 0 (inducedCharge A ρ) : I ⊕ E → ℝ) ⬝ᵥ
      Sum.elim (boxPotential A ρ) 0 = 0 := by
    simp [dotProduct, Fintype.sum_sum_type]
  -- pair the open potential with the true charge and with the induced charge
  have h1 := congrArg (fun v => (Sum.elim ρ 0 : I ⊕ E → ℝ) ⬝ᵥ v) (open_potential hA ρ)
  have h2 := congrArg (fun v => (Sum.elim 0 (inducedCharge A ρ) : I ⊕ E → ℝ) ⬝ᵥ v)
    (open_potential hA ρ)
  simp only [dotProduct_sub, e1] at h1
  simp only [dotProduct_sub, e2] at h2
  have h3 := hsym (Sum.elim ρ 0) (Sum.elim 0 (inducedCharge A ρ))
  unfold hartreeEnergy
  change _ = ρ ⬝ᵥ boxPotential A ρ / 2 + _
  linarith
```

The sign is easily lost by reasoning that the grounded system contains the extra charge s, so its energy must be higher by the self-energy W of s. This forgets the interaction of s with ρ, which is −2W. The net change on grounding is −W.

Without symmetry the inequality can fail even if v·Av > 0 for all v ≠ 0. Let A have rows (1, 1) and (−1, 1), with the first site as the box. Then v·Av = v₁² + v₂², but a unit charge has grounded energy 1/2 and open energy 1/4.

## Positivity gives the sign and the equality case

The inverse of a positive definite matrix is positive definite, so the energy of (0,s) is positive if s ≠ 0 and zero if s = 0. Hence

ρ·(A_II)⁻¹ρ/2 ≤ ρ·(A⁻¹)_II ρ/2,

with equality exactly when A_EI (A_II)⁻¹ρ = 0. The theorem `grounding_lowers_energy` states both parts, and its proof splits into the same two cases.

```lean
/-- For positive definite `A`, grounding the exterior never raises the Hartree energy of a
charge in the box, and leaves it unchanged exactly when `A_EI (A_II)⁻¹ ρ = 0`. -/
theorem grounding_lowers_energy {A : Matrix (I ⊕ E) (I ⊕ E) ℝ} (hA : A.PosDef)
    (ρ : I → ℝ) :
    hartreeEnergy A.toBlocks₁₁ ρ ≤ hartreeEnergy A (Sum.elim ρ 0) ∧
    (hartreeEnergy A.toBlocks₁₁ ρ = hartreeEnergy A (Sum.elim ρ 0) ↔
      A.toBlocks₂₁ *ᵥ (A.toBlocks₁₁⁻¹ *ᵥ ρ) = 0) := by
  change _ ∧ (_ ↔ inducedCharge A ρ = 0)
  have hgap := energy_gap hA ρ
  by_cases hs : inducedCharge A ρ = 0
  · have h0 : hartreeEnergy A (Sum.elim 0 (inducedCharge A ρ)) = 0 := by
      simp [hs, hartreeEnergy]
    exact ⟨by linarith, fun _ => hs, fun _ => by linarith⟩
  · -- a nonzero induced charge has strictly positive energy
    have hne : (Sum.elim 0 (inducedCharge A ρ) : I ⊕ E → ℝ) ≠ 0 :=
      fun h => hs (funext fun e => congrFun h (Sum.inr e))
    have hpos : 0 < hartreeEnergy A (Sum.elim 0 (inducedCharge A ρ)) := by
      have h := hA.inv.dotProduct_mulVec_pos hne
      rw [star_trivial] at h
      exact half_pos h
    exact ⟨by linarith, fun h => by linarith, fun h => absurd h hs⟩
```

Symmetry and invertibility do not suffice here, even with a positive definite box block. Let A have rows (1, 2) and (2, 1), again with the first site as the box. The grounded energy of a unit charge is 1/2, while (A⁻¹)_II = −1/3 gives an open energy of −1/6.

Equality can also be read from the open potential: grounding changes nothing exactly when φ already vanishes on all of E. If the energies agree, then s = 0 and φ = (u,0). Conversely, if φ is zero on E, the formula for φ shows that the potential of s vanishes there too. Since s lives only on E, its energy is zero, and the energies agree.

```lean
/-- For positive definite `A`, grounding leaves the energy unchanged exactly when the
open-boundary potential already vanishes at every exterior site. -/
theorem grounding_exact_iff {A : Matrix (I ⊕ E) (I ⊕ E) ℝ} (hA : A.PosDef) (ρ : I → ℝ) :
    hartreeEnergy A.toBlocks₁₁ ρ = hartreeEnergy A (Sum.elim ρ 0) ↔
      ∀ e : E, (A⁻¹ *ᵥ Sum.elim ρ 0) (Sum.inr e) = 0 := by
  constructor
  · intro h e
    have hs : inducedCharge A ρ = 0 := (grounding_lowers_energy hA ρ).2.mp h
    rw [open_potential hA, hs]
    simp
  · intro h
    -- the induced charge then sits where its own potential is zero
    have hW : ∀ e : E, (A⁻¹ *ᵥ Sum.elim 0 (inducedCharge A ρ)) (Sum.inr e) = 0 := by
      intro e
      have h1 := congrFun (open_potential hA ρ) (Sum.inr e)
      rw [h e, Pi.sub_apply, Sum.elim_inr, Pi.zero_apply] at h1
      linarith
    have h0 : hartreeEnergy A (Sum.elim 0 (inducedCharge A ρ)) = 0 := by
      unfold hartreeEnergy
      rw [dotProduct, Fintype.sum_sum_type]
      simp only [Sum.elim_inl, Sum.elim_inr, Pi.zero_apply, hW, zero_mul, mul_zero,
        Finset.sum_const_zero, add_zero, zero_div]
    linarith [energy_gap hA ρ]
```

The inequality also compares two grounded boxes, I and the larger I ⊕ M, where M holds the added sites. The block of A on I ⊕ M is itself positive definite, so it can take the place of the full operator. For a fixed charge in I, enlarging the box therefore never lowers the energy.

```lean
omit [DecidableEq E] in
/-- For positive definite `A`, enlarging a grounded box from `I` to `I ⊕ M` never lowers the
Hartree energy of a charge in `I`. -/
theorem energy_mono_box {A : Matrix ((I ⊕ M) ⊕ E) ((I ⊕ M) ⊕ E) ℝ} (hA : A.PosDef)
    (ρ : I → ℝ) :
    hartreeEnergy A.toBlocks₁₁.toBlocks₁₁ ρ ≤
      hartreeEnergy A.toBlocks₁₁ (Sum.elim ρ 0) :=
  (grounding_lowers_energy (box_posDef hA) ρ).1
```

## A two-site chain with energies 1/4 and 1/3

The positive definite two-site matrix with diagonal entries 2 and coupling −1 shows that the inequality can be strict. With a unit charge in the box, A_II = 2 gives the grounded energy 1/4. The determinant of A is 3, so (A⁻¹)_II = 2/3 and the open energy is 1/3. The induced charge −1/2 has energy (1/2)(1/4)(2/3) = 1/12, which is the difference.

The proof confirms each inverse by multiplying it with the original matrix, then evaluates the energies.

```lean
/-- Two-site chain with diagonal entries 2 and coupling -1, one site in the box and one
outside. -/
def twoSite : Matrix (Fin 1 ⊕ Fin 1) (Fin 1 ⊕ Fin 1) ℝ :=
  Matrix.fromBlocks !![2] !![-1] !![-1] !![2]

/-- A unit charge on the box site of the two-site chain has energy 1/4 with the other site
grounded and 1/3 with open boundary. -/
theorem twoSite_energies :
    hartreeEnergy twoSite.toBlocks₁₁ ![1] = 1 / 4 ∧
      hartreeEnergy twoSite (Sum.elim ![1] 0) = 1 / 3 := by
  have hbox : (!![2] : Matrix (Fin 1) (Fin 1) ℝ)⁻¹ = !![1 / 2] := by
    apply Matrix.inv_eq_right_inv
    ext i j
    fin_cases i
    fin_cases j
    norm_num [Matrix.mul_apply]
  have hfull : twoSite⁻¹ = Matrix.fromBlocks !![2 / 3] !![1 / 3] !![1 / 3] !![2 / 3] := by
    apply Matrix.inv_eq_right_inv
    rw [twoSite, Matrix.fromBlocks_multiply, ← Matrix.fromBlocks_one]
    congr 1 <;> ext i j <;> fin_cases i <;> fin_cases j <;> norm_num [Matrix.mul_apply]
  constructor
  · rw [twoSite, Matrix.toBlocks_fromBlocks₁₁, hartreeEnergy, hbox]
    norm_num [dotProduct, Matrix.mulVec]
  · rw [hartreeEnergy_of_box_charge, hfull, Matrix.toBlocks_fromBlocks₁₁]
    norm_num [dotProduct, Matrix.mulVec]

end

end GroundedBoxPoisson
```

```lean
#print axioms GroundedBoxPoisson.grounding_lowers_energy
-- 'GroundedBoxPoisson.grounding_lowers_energy' depends on axioms: [propext, Classical.choice, Quot.sound]
#print axioms GroundedBoxPoisson.grounding_exact_iff
-- 'GroundedBoxPoisson.grounding_exact_iff' depends on axioms: [propext, Classical.choice, Quot.sound]
#print axioms GroundedBoxPoisson.energy_mono_box
-- 'GroundedBoxPoisson.energy_mono_box' depends on axioms: [propext, Classical.choice, Quot.sound]
#print axioms GroundedBoxPoisson.twoSite_energies
-- 'GroundedBoxPoisson.twoSite_energies' depends on axioms: [propext, Classical.choice, Quot.sound]
```
